# With one feature per $(l,m)$, $l\le L$, the matrices commuting with $L_z$ have dimension $(L+1)(2(L+1)^2+1)/3$

## A frame that is fixed only up to a turn

A neural network for interatomic forces may pass angular features from one atom to another by turning the $z$ axis onto the bond, applying a matrix of weights and turning back. The bond fixes the frame only up to a rotation about itself. With arbitrary weights, the message can depend on that leftover angle, and the predicted energy can then change when the molecule is merely rotated.

One cure is to admit only matrices that commute with rotations about the bond. How many weights survive?

## Allowed couplings and their number

The features are labelled by a degree $l\le L$ and an integer $m$ with $|m|\le l$. In the basis of complex spherical harmonics, with $z$ along the bond and in units of $\hbar$, $L_z$ is diagonal with entries $m$. For a complex matrix $A$, three conditions are equivalent: $A$ commutes with $L_z$; $A$ commutes with every rotation about the bond; $A$ couples only equal $m$. These matrices form a complex space of dimension $d$, with

$$3d=(L+1)\left(2(L+1)^2+1\right),\qquad \tfrac23(L+1)^3\le d\le (L+1)^3,$$

while all matrices have dimension $(L+1)^4$. For $L=2$ this means 19 complex weights instead of 81.

With real features in the basis of real spherical harmonics, a rotation about the bond mixes $m$ and $-m$, and an allowed matrix may couple these two as well. The count stays the same: commuting with the rotations is then a set of linear equations with real coefficients, so the real solutions form a real space of the same dimension $d$. This remark is not part of the Lean file.

In Lean, an index in `Idx L` is a degree $l$ with a position $k=0,\dots,2l$, and `mag` is the magnetic quantum number $m=k-l$, not a magnitude. `label_iff` confirms that the admissible labels each occur exactly once. `rotation L φ` is diagonal with phases $e^{-i\varphi m}$, `commutant L` is the space of matrices commuting with `Lz L`, and `finrank ℂ` is its complex dimension. The formula is stated for $3d$, which avoids division of natural numbers.

The count bears on equivariant interatomic potentials, for a single linear map with one channel per degree and the same $L$ on both sides. Reflection symmetry is not imposed, and running time does not enter. The turn into the bond frame and back lies outside the theorems, as do other parts of a network such as the dependence on bond length, the sum over neighbours and the nonlinear layers.

## Derivation by entries and blocks

Write $m_i$ for the value of $m$ at index $i$. Then

$$(AL_z-L_zA)_{ij}=(m_j-m_i)A_{ij},$$

which vanishes for all $i,j$ exactly when $A_{ij}=0$ whenever $m_i\ne m_j$.

Commuting with the rotation by $\varphi$ means $A_{ij}e^{-i\varphi m_j}=e^{-i\varphi m_i}A_{ij}$ (the factor $i$ in the exponents is the imaginary unit, the subscript $i$ an index). If $m_i\neq m_j$, take $\varphi=\pi/(m_i-m_j)$. The phases are then opposite, so $2e^{-i\varphi m_j}A_{ij}=0$ and $A_{ij}=0$. Conversely, if only equal $m$ are coupled, the phases agree at every nonzero entry.

One angle may be too few. For $L=1$, a matrix whose only nonzero entry couples $m=1$ to $m=-1$ commutes with the half-turn $\varphi=\pi$, since both phases are $-1$, but not with $L_z$. Commuting with the half-turn alone is therefore not sufficient.

The free entries are the pairs of equal $m$. Degrees $a$ and $b$ share the values $|m|\le\min(a,b)$, which gives $2\min(a,b)+1$ pairs. Let $S_n$ be the sum of these counts over $a,b<n$. Since $\sum_{b<n}(2b+1)=n^2$, adding degree $n$ contributes a row, a column and a diagonal block:

$$S_{n+1}=S_n+2n^2+(2n+1).$$

With $S_0=0$, induction gives $3S_n=n(2n^2+1)$, because

$$n(2n^2+1)+6n^2+6n+3=(n+1)\left(2(n+1)^2+1\right).$$

Set $n=L+1$, so that $d=S_n$. There are $n^2$ features, hence $n^4$ matrix entries. The bounds follow from $2n^3\le 2n^3+n\le 3n^3$.

## The complete Lean file

```lean
import Mathlib

open Module

namespace BondAlignedConvolution

noncomputable section

/-- Feature indices up to degree `L`: a degree `l ≤ L` and one of its `2l + 1` components. -/
abbrev Idx (L : ℕ) := (l : Fin (L + 1)) × Fin (2 * (l : ℕ) + 1)

/-- The magnetic quantum number `m = k - l` of the component at position `k = 0, ..., 2l`. -/
def mag {L : ℕ} (i : Idx L) : ℤ := ((i.2 : ℕ) : ℤ) - ((i.1 : ℕ) : ℤ)

/-- The operator `Lz`, diagonal with entries `m`. -/
def Lz (L : ℕ) : Matrix (Idx L) (Idx L) ℂ :=
  Matrix.diagonal fun i => (mag i : ℂ)

/-- Rotation by the angle `φ` about the bond: each component acquires the phase `exp(-iφm)`. -/
def rotation (L : ℕ) (φ : ℝ) : Matrix (Idx L) (Idx L) ℂ :=
  Matrix.diagonal fun i => Complex.exp (-(Complex.I * (φ : ℂ) * (mag i : ℂ)))

/-- The complex vector space of matrices that commute with `Lz`. -/
def commutant (L : ℕ) : Submodule ℂ (Matrix (Idx L) (Idx L) ℂ) where
  carrier := {A | A * Lz L = Lz L * A}
  add_mem' := by
    intro A B hA hB
    simp only [Set.mem_ofPred_eq] at *
    rw [add_mul, mul_add, hA, hB]
  zero_mem' := by simp
  smul_mem' := by
    intro c A hA
    simp only [Set.mem_ofPred_eq] at *
    rw [Matrix.smul_mul, Matrix.mul_smul, hA]

/-- A pair `(l, m)` satisfies `l ≤ L` and `|m| ≤ l` exactly when it labels one and only one
feature index. -/
theorem label_iff (L l : ℕ) (m : ℤ) :
    (l ≤ L ∧ |m| ≤ (l : ℤ)) ↔ ∃! i : Idx L, (i.1 : ℕ) = l ∧ mag i = m := by
  constructor
  · rintro ⟨hl, hm⟩
    have hm' := abs_le.mp hm
    refine ⟨⟨⟨l, by omega⟩, ⟨(m + l).toNat, by
      change (m + l).toNat < 2 * l + 1
      omega⟩⟩, ⟨rfl, by
      change (((m + l).toNat : ℕ) : ℤ) - (l : ℤ) = m
      omega⟩, ?_⟩
    rintro ⟨⟨l', h⟩, ⟨k, hk⟩⟩ ⟨h1, h2⟩
    change l' = l at h1
    change (k : ℤ) - (l' : ℤ) = m at h2
    subst h1
    have hk' : k = (m + l').toNat := by omega
    subst hk'
    rfl
  · rintro ⟨⟨⟨l', h⟩, ⟨k, hk⟩⟩, ⟨h1, h2⟩, -⟩
    change l' = l at h1
    change (k : ℤ) - (l' : ℤ) = m at h2
    have hk' : k < 2 * l' + 1 := hk
    exact ⟨by omega, abs_le.mpr ⟨by omega, by omega⟩⟩

/-- A matrix commutes with `Lz` if and only if it couples only components of equal `m`. -/
theorem commutes_iff {L : ℕ} (A : Matrix (Idx L) (Idx L) ℂ) :
    A * Lz L = Lz L * A ↔ ∀ i j, mag i ≠ mag j → A i j = 0 := by
  constructor
  · intro h i j hij
    have h1 := congrFun (congrFun h i) j
    simp only [Lz, Matrix.mul_diagonal, Matrix.diagonal_mul] at h1
    -- an entry of the commutator is the entry of `A` times a difference of `m`
    have h2 : ((mag i : ℂ) - (mag j : ℂ)) * A i j = 0 := by linear_combination -h1
    have hne : (mag i : ℂ) - (mag j : ℂ) ≠ 0 :=
      sub_ne_zero.mpr (by exact_mod_cast hij)
    exact (mul_eq_zero.mp h2).resolve_left hne
  · intro h
    ext i j
    simp only [Lz, Matrix.mul_diagonal, Matrix.diagonal_mul]
    by_cases hij : mag i = mag j
    · rw [hij, mul_comm]
    · simp [h i j hij]

/-- A matrix commutes with all rotations about the bond if and only if it commutes with `Lz`. -/
theorem commutes_rotation_iff {L : ℕ} (A : Matrix (Idx L) (Idx L) ℂ) :
    (∀ φ : ℝ, A * rotation L φ = rotation L φ * A) ↔ A * Lz L = Lz L * A := by
  rw [commutes_iff]
  constructor
  · intro h i j hij
    have hne : (mag i : ℂ) - (mag j : ℂ) ≠ 0 :=
      sub_ne_zero.mpr (by exact_mod_cast hij)
    -- choose the angle at which the two phases are opposite
    obtain ⟨φ, hφ⟩ : ∃ φ : ℝ, (φ : ℂ) * ((mag i : ℂ) - (mag j : ℂ)) = (Real.pi : ℂ) :=
      ⟨Real.pi / ((mag i : ℝ) - (mag j : ℝ)), by
        push_cast
        exact div_mul_cancel₀ _ hne⟩
    have h1 := congrFun (congrFun (h φ) i) j
    simp only [rotation, Matrix.mul_diagonal, Matrix.diagonal_mul] at h1
    have h2 : -(Complex.I * (φ : ℂ) * (mag i : ℂ))
        = -(Complex.I * (φ : ℂ) * (mag j : ℂ)) - (Real.pi : ℂ) * Complex.I := by
      linear_combination (-Complex.I) * hφ
    rw [h2, Complex.exp_sub, Complex.exp_pi_mul_I, div_neg, div_one] at h1
    have h3 : Complex.exp (-(Complex.I * (φ : ℂ) * (mag j : ℂ))) * A i j = 0 := by
      linear_combination h1 / 2
    exact (mul_eq_zero.mp h3).resolve_left (Complex.exp_ne_zero _)
  · intro h φ
    ext i j
    simp only [rotation, Matrix.mul_diagonal, Matrix.diagonal_mul]
    by_cases hij : mag i = mag j
    · rw [hij, mul_comm]
    · simp [h i j hij]

/-- Between the components of degrees `a` and `b` there are `2 min(a,b) + 1` pairs of equal `m`. -/
theorem block_count (a b : ℕ) :
    (∑ k : Fin (2 * a + 1), ∑ k' : Fin (2 * b + 1),
      if ((k : ℕ) : ℤ) - (a : ℤ) = ((k' : ℕ) : ℤ) - (b : ℤ) then 1 else 0)
      = 2 * min a b + 1 := by
  -- each component of the smaller degree has exactly one partner
  have key : ∀ a b : ℕ, a ≤ b → (∑ k : Fin (2 * a + 1), ∑ k' : Fin (2 * b + 1),
      if ((k : ℕ) : ℤ) - (a : ℤ) = ((k' : ℕ) : ℤ) - (b : ℤ) then 1 else 0)
      = 2 * a + 1 := by
    intro a b hab
    have inner : ∀ k : Fin (2 * a + 1), (∑ k' : Fin (2 * b + 1),
        if ((k : ℕ) : ℤ) - (a : ℤ) = ((k' : ℕ) : ℤ) - (b : ℤ) then 1 else 0) = 1 := by
      intro k
      have hk := k.isLt
      rw [Finset.sum_eq_single (⟨(k : ℕ) + (b - a), by omega⟩ : Fin (2 * b + 1))]
      · apply if_pos
        change ((k : ℕ) : ℤ) - (a : ℤ) = (((k : ℕ) + (b - a) : ℕ) : ℤ) - (b : ℤ)
        omega
      · intro k' _ hne
        apply if_neg
        intro h
        apply hne
        apply Fin.ext
        change (k' : ℕ) = (k : ℕ) + (b - a)
        omega
      · intro h
        exact absurd (Finset.mem_univ _) h
    rw [Finset.sum_congr rfl fun k _ => inner k]
    simp
  rcases le_total a b with h | h
  · rw [key a b h, min_eq_left h]
  · rw [Finset.sum_comm, min_eq_right h]
    refine Eq.trans ?_ (key b a h)
    refine Finset.sum_congr rfl fun k _ => Finset.sum_congr rfl fun k' _ => ?_
    split_ifs <;> omega

/-- The multiplicities `2l + 1` of the first `n` degrees add up to `n²`. -/
theorem sum_multiplicity (n : ℕ) : ∑ l ∈ Finset.range n, (2 * l + 1) = n ^ 2 := by
  induction n with
  | zero => simp
  | succ n ih =>
    rw [Finset.sum_range_succ, ih]
    ring

/-- Summed over all pairs among the first `n` degrees, three times the block counts
`2 min(a,b) + 1` give `n(2n² + 1)`. -/
theorem sum_blocks (n : ℕ) :
    3 * ∑ a ∈ Finset.range n, ∑ b ∈ Finset.range n, (2 * min a b + 1)
      = n * (2 * n ^ 2 + 1) := by
  induction n with
  | zero => simp
  | succ n ih =>
    have h1 : ∑ b ∈ Finset.range n, (2 * min n b + 1) = n ^ 2 := by
      rw [← sum_multiplicity n]
      refine Finset.sum_congr rfl fun b hb => ?_
      rw [min_eq_right (Finset.mem_range.mp hb).le]
    have h2 : ∑ a ∈ Finset.range n, (2 * min a n + 1) = n ^ 2 := by
      rw [← h1]
      exact Finset.sum_congr rfl fun a _ => by rw [min_comm]
    -- a new degree adds one row, one column and one diagonal block
    have h3 : ∑ a ∈ Finset.range n, ∑ b ∈ Finset.range (n + 1), (2 * min a b + 1)
        = (∑ a ∈ Finset.range n, ∑ b ∈ Finset.range n, (2 * min a b + 1)) + n ^ 2 := by
      rw [← h2, ← Finset.sum_add_distrib]
      exact Finset.sum_congr rfl fun a _ => Finset.sum_range_succ _ _
    rw [Finset.sum_range_succ, h3, Finset.sum_range_succ, h1, min_self]
    nlinarith [ih]

/-- The dimension of the commutant of `Lz` is the number of index pairs with equal `m`. -/
theorem finrank_eq_card (L : ℕ) : finrank ℂ (commutant L)
    = Fintype.card {p : Idx L × Idx L // mag p.1 = mag p.2} := by
  -- a commuting matrix is the same as a free choice of its allowed entries
  let e : commutant L ≃ₗ[ℂ] ({p : Idx L × Idx L // mag p.1 = mag p.2} → ℂ) :=
    { toFun := fun A p => A.1 p.1.1 p.1.2
      map_add' := fun _ _ => rfl
      map_smul' := fun _ _ => rfl
      invFun := fun f =>
        ⟨Matrix.of fun i j => if h : mag i = mag j then f ⟨(i, j), h⟩ else 0,
          (commutes_iff _).mpr fun i j hij => dif_neg hij⟩
      left_inv := fun A => by
        apply Subtype.ext
        ext i j
        change (if _ : mag i = mag j then A.1 i j else 0) = A.1 i j
        by_cases h : mag i = mag j
        · rw [dif_pos h]
        · rw [dif_neg h]
          exact ((commutes_iff A.1).mp A.2 i j h).symm
      right_inv := fun f => by
        funext p
        obtain ⟨⟨i, j⟩, h⟩ := p
        change (if h : mag i = mag j then f ⟨(i, j), h⟩ else 0) = _
        exact dif_pos h }
  rw [e.finrank_eq, finrank_fintype_fun_eq_card]

/-- The matrices commuting with `Lz` form a space of dimension `(L+1)(2(L+1)² + 1)/3`. -/
theorem finrank_commutant (L : ℕ) :
    3 * finrank ℂ (commutant L) = (L + 1) * (2 * (L + 1) ^ 2 + 1) := by
  rw [finrank_eq_card, ← sum_blocks (L + 1)]
  congr 1
  rw [Fintype.card_subtype, Finset.card_filter, Fintype.sum_prod_type,
    Fintype.sum_sigma, Finset.sum_range]
  refine Finset.sum_congr rfl fun l _ => ?_
  rw [Finset.sum_range]
  -- split the second index into degree and component, then count block by block
  calc _ = ∑ k : Fin (2 * (l : ℕ) + 1), ∑ l' : Fin (L + 1), ∑ k' : Fin (2 * (l' : ℕ) + 1),
        (if ((k : ℕ) : ℤ) - ((l : ℕ) : ℤ) = ((k' : ℕ) : ℤ) - ((l' : ℕ) : ℤ)
          then 1 else 0) :=
        Finset.sum_congr rfl fun k _ => Fintype.sum_sigma _
    _ = _ := by
        rw [Finset.sum_comm]
        exact Finset.sum_congr rfl fun l' _ => block_count l l'

/-- All matrices on the features up to degree `L` form a space of dimension `(L+1)⁴`. -/
theorem finrank_all (L : ℕ) :
    finrank ℂ (Matrix (Idx L) (Idx L) ℂ) = (L + 1) ^ 4 := by
  have h : Fintype.card (Idx L) = (L + 1) ^ 2 := by
    rw [Fintype.card_sigma, ← sum_multiplicity (L + 1), Finset.sum_range]
    simp only [Fintype.card_fin]
  rw [finrank_matrix, finrank_self, h]
  ring

/-- The dimension of the space of matrices commuting with `Lz` lies between `2(L+1)³/3` and
`(L+1)³`. -/
theorem cubic_bounds (L : ℕ) :
    2 * (L + 1) ^ 3 ≤ 3 * finrank ℂ (commutant L) ∧
      finrank ℂ (commutant L) ≤ (L + 1) ^ 3 := by
  have h := finrank_commutant L
  have h1 : L + 1 ≤ (L + 1) ^ 3 := Nat.le_self_pow (by norm_num) _
  have h2 : (L + 1) * (2 * (L + 1) ^ 2 + 1) = 2 * (L + 1) ^ 3 + (L + 1) := by ring
  rw [h2] at h
  constructor <;> omega

end

end BondAlignedConvolution
```

```lean
#print axioms BondAlignedConvolution.commutes_rotation_iff
-- 'BondAlignedConvolution.commutes_rotation_iff' depends on axioms: [propext, Classical.choice, Quot.sound]
#print axioms BondAlignedConvolution.finrank_commutant
-- 'BondAlignedConvolution.finrank_commutant' depends on axioms: [propext, Classical.choice, Quot.sound]
#print axioms BondAlignedConvolution.finrank_all
-- 'BondAlignedConvolution.finrank_all' depends on axioms: [propext, Classical.choice, Quot.sound]
#print axioms BondAlignedConvolution.cubic_bounds
-- 'BondAlignedConvolution.cubic_bounds' depends on axioms: [propext, Classical.choice, Quot.sound]
```

## From entries to dimension in Lean

`commutes_iff` reads off one entry of the matrix equation with `congrFun`; `linear_combination` turns it into a product equal to zero, and the difference of $m$ is cancelled. `commutes_rotation_iff` does the same with the phases, at the angle chosen above.

`finrank_eq_card` builds the linear equivalence `e` between commuting matrices and free functions on pairs of equal $m$, so the dimension becomes a number of pairs. `block_count` treats $a\le b$ first, where position $k$ has the single partner $k+(b-a)$, and obtains the other case by exchanging the sums.

`sum_multiplicity` supplies the $n^2$. In `sum_blocks`, `h1` and `h2` are the new row and column, and `nlinarith` closes the induction. `finrank_commutant` regroups the pairs by degree and applies these counts. `finrank_all` squares the number of features, and `cubic_bounds` needs only $L+1\le(L+1)^3$ besides the formula.
